# Real eightfold-symmetric integrals give every real orbital zero self-repulsion exactly when they cancel over the three index pairings

The two-electron integrals are represented here by an arbitrary real array $g(p,q,r,s)=(pq|rs)$ over a finite set of basis labels, constrained only by its permutation symmetry. No basis functions and no Coulomb kernel enter, so the array may have entries that no physical repulsion would produce. Positivity of the repulsion energy is a separate assumption, used only in the last theorem.

Eightfold symmetry means

$$(pq|rs)=(qp|rs)=(pq|sr)=(rs|pq).$$

For orbitals with real coefficient vectors $a,b,c,d$, write

$$(ab|cd)=\sum_{pqrs} g(p,q,r,s)\,a_p b_q c_r d_s,\qquad V(c)=(cc|cc).$$

The claim is that $V(c)=0$ for every real $c$ if and only if, for all indices,

$$g(p,q,r,s)+g(p,r,q,s)+g(p,s,q,r)=0.$$

Two electrons of opposite spin in one normalised real orbital $c$ repel with energy $V(c)$. Applied to the difference of two arrays, the criterion therefore says when closed-shell Hartree-Fock for two electrons, restricted to real orbitals in a finite basis, assigns them the same repulsion energies. Normalisation is no restriction, because $V(\lambda c)=\lambda^4V(c)$.

## From the diagonal to all four indices

Suppose first that the three-term sum vanishes. Multiply it by $c_pc_qc_rc_s$ and sum over all indices. After relabelling, each term contributes $V(c)$, so $3V(c)=0$. This direction uses no symmetry of $g$.

Conversely, suppose $V(c)=0$ for every $c$, and define

$$M(a,b,c,d)=(ab|cd)+(ac|bd)+(ad|bc).$$

The orbital integrals inherit the eightfold symmetry. Exchanging two neighbouring arguments of $M$ then only permutes its three terms, so $M$ is fully symmetric. It is additive in each argument, and $M(a,a,a,a)=3V(a)=0$.

Expanding $M$ with all four arguments equal to $a+b$ gives

$$4M(a,a,a,b)+6M(a,a,b,b)+4M(a,b,b,b)=0.$$

Call the three terms $x,y,z$. Replacing $b$ by $2b$ and $3b$ gives two more equations:

$$x+y+z=0,\qquad 2x+4y+8z=0,\qquad 3x+9y+27z=0.$$

Dividing the second by 2 and the third by 3 and subtracting the first from each gives $y+3z=0$ and $2y+8z=0$. Hence $z=y=x=0$, and in particular $M(a,a,a,b)=0$ for all $a,b$.

Now replace $a$ by $a+c$ in this identity. What survives is

$$M(a,a,c,b)+M(a,c,c,b)=0.$$

Replacing $c$ by $2c$ gives $2M(a,a,c,b)+4M(a,c,c,b)=0$, so $M(a,a,c,b)=0$. Finally, $0=M(a+b,a+b,c,d)=2M(a,b,c,d)$. On basis vectors this is the required three-term identity.

## An invisible array on two orbitals

For a symmetric matrix $S$, the array

$$g(p,q,r,s)=2S_{pq}S_{rs}-S_{pr}S_{qs}-S_{ps}S_{qr}$$

satisfies the criterion: in the sum over pairings, each product of two matrix elements appears with coefficient $2-1-1=0$.

Take $S$ to be the $2\times2$ identity, with labels 0 and 1. The nonzero entries are $(00|11)=(11|00)=2$ and $(01|01)=(01|10)=(10|01)=(10|10)=-1$. For the unit vector $c=(3/5,4/5)$ we have $c_0^2c_1^2=144/625$, so

$$V(c)=(2\cdot 2-4\cdot 1)\,\frac{144}{625}=\frac{576}{625}-\frac{576}{625}=0.$$

Other integrals can still detect the array: the Coulomb integral $(00|11)$ between the two basis orbitals is 2.

## Why exchange of the two pairs matters

Keep the symmetry within each pair but give up $(pq|rs)=(rs|pq)$. On two orbitals, set

$$g(0,0,0,1)=g(0,0,1,0)=1,\qquad g(0,1,0,0)=g(1,0,0,0)=-1,$$

with all other entries zero. Then $V(c)=(2-2)c_0^3c_1=0$ for every $c$, but the sum over pairings at $(0,0,0,1)$ is $1+1-1=1$. The "only if" direction fails.

## Arrays, orbitals and their symmetry in Lean

```lean
import Mathlib

open Finset

namespace InvisibleSelfRepulsion
```

The structure `Eightfold` records the symmetry as three equations: exchange within the first pair, exchange within the second, and exchange of the pairs.

```lean
/-- Eightfold permutation symmetry of real two-electron integrals `(pq|rs)`. -/
structure Eightfold {ι : Type*} (g : ι → ι → ι → ι → ℝ) : Prop where
  bra : ∀ p q r s, g p q r s = g q p r s
  ket : ∀ p q r s, g p q r s = g p q s r
  swap : ∀ p q r s, g p q r s = g r s p q
```

`cyclicSum` is the left-hand side of the criterion. It can be applied to basis integrals or to orbital integrals, since both are functions of four arguments.

```lean
/-- The sum of an integral array over the three ways to pair four indices. -/
def cyclicSum {ι : Type*} (g : ι → ι → ι → ι → ℝ) (p q r s : ι) : ℝ :=
  g p q r s + g p r q s + g p s q r
```

The type `n` labels the basis, and `Fintype n` makes it finite. An orbital is a function `n → ℝ`, with no normalisation imposed and no overlap matrix. Complex orbitals are not covered.

```lean
variable {n : Type*} [Fintype n]

/-- The two-electron integral `(ab|cd)` over orbitals expanded in the basis. -/
def repulsion (g : n → n → n → n → ℝ) (a b c d : n → ℝ) : ℝ :=
  ∑ p, ∑ q, ∑ r, ∑ s, g p q r s * a p * b q * c r * d s

/-- The self-repulsion `(cc|cc)` of the orbital with coefficients `c`. -/
def selfRepulsion (g : n → n → n → n → ℝ) (c : n → ℝ) : ℝ :=
  repulsion g c c c c
```

The next theorem transfers the symmetry from basis integrals to orbital integrals. `Finset.sum_comm` exchanges summations, and the symmetry of `g` then matches the summands. For `swap`, the four sums are grouped into two sums over index pairs, which are exchanged as wholes.

```lean
/-- Integrals over arbitrary real orbitals inherit the eightfold symmetry of the basis integrals. -/
theorem repulsion_eightfold {g : n → n → n → n → ℝ} (hg : Eightfold g) :
    Eightfold (repulsion g) where
  bra a b c d := by
    unfold repulsion
    refine Finset.sum_comm.trans ?_
    refine sum_congr rfl fun q _ => sum_congr rfl fun p _ =>
      sum_congr rfl fun r _ => sum_congr rfl fun s _ => ?_
    rw [hg.bra p q r s]; ring
  ket a b c d := by
    unfold repulsion
    refine sum_congr rfl fun p _ => sum_congr rfl fun q _ => ?_
    refine Finset.sum_comm.trans ?_
    refine sum_congr rfl fun s _ => sum_congr rfl fun r _ => ?_
    rw [hg.ket p q r s]; ring
  swap a b c d := by
    have h := Finset.sum_comm (s := (univ : Finset (n × n))) (t := (univ : Finset (n × n)))
      (f := fun x y => g x.1 x.2 y.1 y.2 * a x.1 * b x.2 * c y.1 * d y.2)
    simp only [Fintype.sum_prod_type] at h
    unfold repulsion
    refine h.trans ?_
    refine sum_congr rfl fun r _ => sum_congr rfl fun s _ =>
      sum_congr rfl fun p _ => sum_congr rfl fun q _ => ?_
    rw [hg.swap p q r s]; ring
```

## Relabelling and polarisation

The identity $\sum(\text{three pairings})\,c_pc_qc_rc_s=3V(c)$ holds for any real array. In the proof, `h1` and `h2` relabel the second and third terms, and `h3` splits the sum into its three parts.

```lean
/-- The self-repulsion computed from the cyclic sum of `g` is three times that computed
from `g`. -/
theorem selfRepulsion_cyclicSum (g : n → n → n → n → ℝ) (c : n → ℝ) :
    selfRepulsion (cyclicSum g) c = 3 * selfRepulsion g c := by
  -- relabel the summation indices in the second and third pairing
  have h1 : ∑ p, ∑ q, ∑ r, ∑ s, g p r q s * c p * c q * c r * c s = selfRepulsion g c := by
    unfold selfRepulsion repulsion
    refine sum_congr rfl fun p _ => Finset.sum_comm.trans ?_
    refine sum_congr rfl fun r _ => sum_congr rfl fun q _ => sum_congr rfl fun s _ => ?_
    ring
  have h2 : ∑ p, ∑ q, ∑ r, ∑ s, g p s q r * c p * c q * c r * c s = selfRepulsion g c := by
    unfold selfRepulsion repulsion
    refine sum_congr rfl fun p _ =>
      (sum_congr rfl fun q _ => Finset.sum_comm).trans (Finset.sum_comm.trans ?_)
    refine sum_congr rfl fun s _ => sum_congr rfl fun q _ => sum_congr rfl fun r _ => ?_
    ring
  have h3 : selfRepulsion (cyclicSum g) c = selfRepulsion g c
      + ∑ p, ∑ q, ∑ r, ∑ s, g p r q s * c p * c q * c r * c s
      + ∑ p, ∑ q, ∑ r, ∑ s, g p s q r * c p * c q * c r * c s := by
    simp only [selfRepulsion, repulsion, cyclicSum, add_mul, sum_add_distrib]
  rw [h3, h1, h2]; ring
```

Polarisation is stated for a real-valued function of four elements of any additive commutative group. Additivity is assumed in the first argument only; `add2`, `add3` and `add4` obtain the rest from symmetry. Multiples appear as `b + b` and `b + b + b`, so no scalar multiplication is needed. The facts `E`, `X`, `F` and `Y` are the successive identities of the derivation above, with `linarith` solving the small linear systems.

```lean
/-- Polarisation: a symmetric real-valued function of four vectors, additive in each, that vanishes
when all four coincide vanishes identically. -/
theorem polarization {V : Type*} [AddCommGroup V] (M : V → V → V → V → ℝ)
    (add1 : ∀ a a' b c d, M (a + a') b c d = M a b c d + M a' b c d)
    (h12 : ∀ a b c d, M a b c d = M b a c d) (h23 : ∀ a b c d, M a b c d = M a c b d)
    (h34 : ∀ a b c d, M a b c d = M a b d c) (h0 : ∀ a, M a a a a = 0) (a b c d : V) :
    M a b c d = 0 := by
  have add2 : ∀ a a' b c d, M b (a + a') c d = M b a c d + M b a' c d := by
    intro a a' b c d
    rw [h12 b (a + a'), add1, h12 a b, h12 a' b]
  have add3 : ∀ a a' b c d, M b c (a + a') d = M b c a d + M b c a' d := by
    intro a a' b c d
    rw [h23 b c (a + a'), add2, h23 b a c, h23 b a' c]
  have add4 : ∀ a a' b c d, M b c d (a + a') = M b c d a + M b c d a' := by
    intro a a' b c d
    rw [h34 b c d (a + a'), add3, h34 b c a d, h34 b c a' d]
  -- expand the diagonal at `a + b`, then compare `b`, `2b` and `3b`
  have E : ∀ a b, 4 * M a a a b + 6 * M a a b b + 4 * M a b b b = 0 := by
    intro a b
    have h := h0 (a + b)
    simp only [add1, add2, add3, add4] at h
    linarith [h0 a, h0 b, h34 a a b a, h23 a b a a, h12 b a a a, h23 a b a b, h34 a b b a,
      h12 b a a b, h12 b a b a, h23 b b a a, h12 b a b b, h23 b b a b, h34 b b b a]
  have X : ∀ a b, M a a a b = 0 := by
    intro a b
    have e1 := E a b
    have e2 := E a (b + b)
    have e3 := E a (b + b + b)
    simp only [add2, add3, add4] at e2 e3
    linarith
  -- separate the second and third vectors in the same way
  have F : ∀ a c b, M a a c b + M a c c b = 0 := by
    intro a c b
    have h := X (a + c) b
    simp only [add1, add2, add3] at h
    linarith [X a b, X c b, h23 a c a b, h12 c a a b, h12 c a c b, h23 c c a b]
  have Y : ∀ a c b, M a a c b = 0 := by
    intro a c b
    have e1 := F a c b
    have e2 := F a (c + c) b
    simp only [add2, add3] at e2
    linarith
  have h := Y (a + b) c d
  simp only [add1, add2] at h
  linarith [Y a c d, Y b c d, h12 b a c d]
```

The vector `Pi.single p 1` has coefficient 1 at `p` and 0 elsewhere. Inserting four such vectors recovers an entry of $g$.

```lean
/-- On basis orbitals the orbital integral is the corresponding entry of `g`. -/
theorem repulsion_single [DecidableEq n] (g : n → n → n → n → ℝ) (p q r s : n) :
    repulsion g (Pi.single p 1) (Pi.single q 1) (Pi.single r 1) (Pi.single s 1) = g p q r s := by
  simp [repulsion, Pi.single_apply]
```

## The criterion

The theorem reads: for eightfold symmetric `g`, all self-repulsions vanish if and only if the three-pairing sum is zero at every choice of four indices. In the forward direction, `polarization` is applied to `cyclicSum (repulsion g)`, which is $M$. The function arguments supply additivity, the three neighbouring exchanges and the vanishing diagonal, and `repulsion_single` turns the result into a statement about entries. The reverse direction uses the factor of three.

```lean
/-- For eightfold symmetric integrals, the self-repulsion of every real orbital vanishes if and only
if the integrals sum to zero over the three pairings of any four indices. -/
theorem selfRepulsion_eq_zero_iff {g : n → n → n → n → ℝ} (hg : Eightfold g) :
    (∀ c, selfRepulsion g c = 0) ↔
      ∀ p q r s, g p q r s + g p r q s + g p s q r = 0 := by
  classical
  constructor
  · intro h p q r s
    have hR := repulsion_eightfold hg
    -- polarise the cyclic sum of the orbital integrals
    have key := polarization (cyclicSum (repulsion g))
      (fun a a' b c d => by
        simp only [cyclicSum, repulsion, Pi.add_apply, mul_add, add_mul, sum_add_distrib]
        ring)
      (fun a b c d => by
        unfold cyclicSum
        linarith [hR.bra a b c d, hR.swap b c a d, hR.swap b d a c])
      (fun a b c d => by
        unfold cyclicSum
        linarith [hR.ket a d b c])
      (fun a b c d => by
        unfold cyclicSum
        linarith [hR.ket a b c d])
      (fun a => by
        have ha : repulsion g a a a a = 0 := h a
        simp [cyclicSum, ha])
      (Pi.single p 1) (Pi.single q 1) (Pi.single r 1) (Pi.single s 1)
    simpa only [cyclicSum, repulsion_single] using key
  · intro h c
    have h3 := selfRepulsion_cyclicSum g c
    have hz : selfRepulsion (cyclicSum g) c = 0 := by
      simp [selfRepulsion, repulsion, cyclicSum, h]
    linarith
```

## Invisible arrays from symmetric matrices

The definition accepts any real square matrix; symmetry of `S` enters as the hypothesis `S.IsSymm` of the theorem that follows. Its proof checks the eightfold symmetry and then applies the criterion.

```lean
/-- The array `2 S_pq S_rs - S_pr S_qs - S_ps S_qr` built from a matrix `S`. -/
def invisibleArray {ι : Type*} (S : Matrix ι ι ℝ) (p q r s : ι) : ℝ :=
  2 * S p q * S r s - S p r * S q s - S p s * S q r

/-- For symmetric `S` this array has eightfold symmetry and gives every real orbital zero
self-repulsion. -/
theorem invisibleArray_selfRepulsion {S : Matrix n n ℝ} (hS : S.IsSymm) :
    Eightfold (invisibleArray S) ∧ ∀ c, selfRepulsion (invisibleArray S) c = 0 := by
  have hs : ∀ i j, S i j = S j i := fun i j => hS.apply j i
  have h8 : Eightfold (invisibleArray S) :=
    { bra := fun p q r s => by unfold invisibleArray; rw [hs q p]; ring
      ket := fun p q r s => by unfold invisibleArray; rw [hs s r]; ring
      swap := fun p q r s => by
        unfold invisibleArray
        rw [hs r p, hs s q, hs r q, hs s p]; ring }
  refine ⟨h8, (selfRepulsion_eq_zero_iff h8).2 fun p q r s => ?_⟩
  unfold invisibleArray
  rw [hs s r, hs r q, hs s q]; ring
```

The two-orbital example confirms that a nonzero array can be invisible.

```lean
/-- With two basis orbitals and `S` the identity, the array is eightfold symmetric, gives zero
self-repulsion for every real orbital, and has the entry `(00|11) = 2`. -/
theorem invisibleArray_witness :
    Eightfold (invisibleArray (1 : Matrix (Fin 2) (Fin 2) ℝ)) ∧
      (∀ c, selfRepulsion (invisibleArray (1 : Matrix (Fin 2) (Fin 2) ℝ)) c = 0) ∧
      invisibleArray (1 : Matrix (Fin 2) (Fin 2) ℝ) 0 0 1 1 = 2 := by
  have h := invisibleArray_selfRepulsion (Matrix.isSymm_one (n := Fin 2) (α := ℝ))
  exact ⟨h.1, h.2, by simp [invisibleArray]⟩
```

## Positive repulsion makes some orbital visible

Coulomb repulsion gives a charge distribution a nonnegative electrostatic energy. The hypothesis `hpos` postulates this property for the array: for every real matrix $D$ of pair-density coefficients,

$$\sum_{pqrs}g(p,q,r,s)D_{pq}D_{rs}\ge0.$$

Under this assumption, a nonzero eightfold array has an orbital with $V(c)>0$.

Suppose there is none. Choosing $D_{pq}=c_pc_q$ gives $V(c)\ge0$, so $V(c)=0$ for all $c$ and the criterion applies. Next choose $D$ with coefficient $t$ on the pair $(a,b)$ plus coefficient 1 on the pair $(c,d)$, where the letters now denote basis labels:

$$t^2(ab|ab)+2t(ab|cd)+(cd|cd)\ge0\quad\text{for all real }t.$$

If $(ab|ab)=0$, the left side is linear in $t$ and bounded below, which forces $(ab|cd)=0$. The criterion at $(a,a,a,a)$ gives $(aa|aa)=0$, hence $(aa|bb)=0$. At $(a,a,b,b)$ it reads $(aa|bb)+2(ab|ab)=0$, hence $(ab|ab)=0$. Every entry $(ab|cd)$ therefore vanishes, contradicting $g\ne0$.

In the Lean proof, `key` is the quadratic inequality and `off` is the step from $(ab|ab)=0$ to $(ab|cd)=0$. The two-orbital array built from the identity matrix shows what positivity contributes: with $D_{01}=D_{10}=1$ and zero diagonal, its quadratic form equals $-4$, and no orbital has positive self-repulsion.

```lean
/-- If nonzero eightfold symmetric integrals give every pair density a nonnegative repulsion
energy, then some real orbital has strictly positive self-repulsion. -/
theorem exists_selfRepulsion_pos {g : n → n → n → n → ℝ} (hg : Eightfold g)
    (hpos : ∀ D : n → n → ℝ, 0 ≤ ∑ p, ∑ q, ∑ r, ∑ s, g p q r s * D p q * D r s)
    (hne : g ≠ 0) : ∃ c, 0 < selfRepulsion g c := by
  classical
  by_contra hcon
  have h0 : ∀ c, selfRepulsion g c = 0 := by
    intro c
    have h1 : 0 ≤ selfRepulsion g c := by
      simpa only [selfRepulsion, repulsion, mul_assoc] using hpos (fun p q => c p * c q)
    exact le_antisymm (not_lt.1 fun h => hcon ⟨c, h⟩) h1
  have hc := (selfRepulsion_eq_zero_iff hg).1 h0
  -- positivity on a combination of two elementary pair densities
  have e : ∀ (A B C D : n → ℝ) (t : ℝ), 0 ≤ t ^ 2 * repulsion g A B A B
      + t * repulsion g A B C D + t * repulsion g C D A B + repulsion g C D C D := by
    intro A B C D t
    refine (hpos (fun p q => t * (A p * B q) + C p * D q)).trans_eq ?_
    simp only [repulsion, mul_sum, ← sum_add_distrib]
    refine sum_congr rfl fun p _ => sum_congr rfl fun q _ =>
      sum_congr rfl fun r _ => sum_congr rfl fun s _ => ?_
    ring
  have key : ∀ a b c d t, 0 ≤ t ^ 2 * g a b a b + 2 * (t * g a b c d) + g c d c d := by
    intro a b c d t
    have h := e (Pi.single a 1) (Pi.single b 1) (Pi.single c 1) (Pi.single d 1) t
    simp only [repulsion_single] at h
    rw [hg.swap c d a b] at h
    linarith
  -- a product of two basis orbitals without self-energy does not interact with any such product
  have off : ∀ a b c d, g a b a b = 0 → g a b c d = 0 := by
    intro a b c d h
    by_contra hx
    obtain ⟨t, ht⟩ : ∃ t, t * g a b c d = -(g c d c d + 1) :=
      ⟨-(g c d c d + 1) / g a b c d, div_mul_cancel₀ _ hx⟩
    have k0 := key a b c d 0
    have k1 := key a b c d t
    rw [h, ht] at k1
    linarith
  apply hne
  funext a b c d
  have haa : g a a a a = 0 := by linarith [hc a a a a]
  have hab : g a b a b = 0 := by linarith [hc a a b b, off a a b b haa]
  exact off a b c d hab

end InvisibleSelfRepulsion
```

```lean
#print axioms InvisibleSelfRepulsion.selfRepulsion_eq_zero_iff
-- 'InvisibleSelfRepulsion.selfRepulsion_eq_zero_iff' depends on axioms: [propext, Classical.choice, Quot.sound]
#print axioms InvisibleSelfRepulsion.invisibleArray_selfRepulsion
-- 'InvisibleSelfRepulsion.invisibleArray_selfRepulsion' depends on axioms: [propext, Classical.choice, Quot.sound]
#print axioms InvisibleSelfRepulsion.exists_selfRepulsion_pos
-- 'InvisibleSelfRepulsion.exists_selfRepulsion_pos' depends on axioms: [propext, Classical.choice, Quot.sound]
```
